# A two-electron polynomial in \(r_1, r_2, r_{12}\) needs \(r_{12}\) only to first order once \(\mathbf r_1\cdot\mathbf r_2\) is allowed

Should I treat \(r_1\), \(r_2\) and \(r_{12}\) in a Hylleraas trial function for helium as three independent variables, or as distances fixed by where the two electrons are? I ask because I would like to keep only the terms with \(r_{12}^0\) and \(r_{12}^1\), and let powers of \(\mathbf r_1\cdot\mathbf r_2\) do the rest. Do I lose anything that \(r_{12}^2, r_{12}^3,\dots\) would have given me? And since the three distances must obey the triangle inequalities, could the same function split into a part without \(r_{12}\) and a part linear in it in more than one way?

## Both readings give the same split

You can use either reading. For a polynomial factor you lose nothing, provided that enough products of powers of \(r_1\), \(r_2\) and \(\mathbf r_1\cdot\mathbf r_2\) are kept, and the split is unique even if it is required only at actual electron positions.

Put the nucleus at the origin and the electrons at \(x_1, x_2\). Write \(a=|x_1|\), \(b=|x_2|\), \(u=|x_1-x_2|\) for the usual \(r_1, r_2, r_{12}\), and \(c=\langle x_1,x_2\rangle\). The law of cosines gives

\[
c=\frac{a^2+b^2-u^2}{2},\qquad u^2=a^2+b^2-2c .
\]

Collect a polynomial by powers of \(u\), as \(p=\sum_k p_k(a,b)\,u^k\), and replace each \(u^2\):

\[
p=\underbrace{\sum_j p_{2j}\,(a^2+b^2-2c)^j}_{A(a,b,c)}+u\,\underbrace{\sum_j p_{2j+1}\,(a^2+b^2-2c)^j}_{B(a,b,c)} .
\]

For example, \(u^3\) becomes \(u\,(a^2+b^2-2c)\), with \(A=0\).

## The triangle inequalities leave no ambiguity

Suppose two pairs give the same function at all electron positions. Their differences, again called \(A\) and \(B\), satisfy \(A(a,b,c)+uB(a,b,c)=0\) at all positions.

1. **Enough distances are physical.** If \(a>0\), \(b,u\ge 0\) and \(c^2\le a^2b^2\), take \(x_1=(a,0,0)\) and \(x_2=(c/a,s,0)\) with \(s^2=b^2-c^2/a^2\). Then \(|x_2|=b\) and \(|x_1-x_2|^2=a^2-2c+b^2=u^2\). For the equilateral triangle \(a=b=u=1\) we have \(c^2=\tfrac14<1\), so all nearby triples of distances occur too.

2. **The identity extends to all real numbers.** With \(c\) written out, \(P(a,b,u)=A+uB\) is a polynomial that vanishes near \(z_0=(1,1,1)\). For any point \(y\), the one-variable polynomial \(q(t)=P(z_0+t(y-z_0))\) vanishes for all small \(t\). It has infinitely many roots, so it is zero, and \(P(y)=q(1)=0\).

3. **The sign of \(u\) separates the parts.** Negative \(u\) is now allowed, and \(c\) depends only on \(u^2\). Hence \(A+uB=0\) and \(A-uB=0\), so \(A=0\) and, for \(u\neq0\), \(B=0\) at that point. Every \((a,b,c)\) with \(a^2+b^2-2c>0\) is reached by some \(u>0\). These points form an open set containing \((0,0,-1)\), so the argument of step 2 makes \(A\) and \(B\) zero polynomials.

Two consequences follow. If \(p\) is even in \(u\), reversing \(u\) turns \((A,B)\) into \((A,-B)\), and uniqueness gives \(B=0\): no explicit \(r_{12}\) is needed. On the other hand, if \(u\) itself were a polynomial \(A(a,b,c)\), the pairs \((A,0)\) and \((0,1)\) would represent the same function, which uniqueness forbids. The linear term therefore supplies something that no polynomial in \(r_1\), \(r_2\) and \(\mathbf r_1\cdot\mathbf r_2\) can.

## What the theorems say about electrons

`Poly3` is the type of real polynomials in three variables, numbered 0, 1, 2. Variable 2 stands for \(u\) in `p`, but for \(c\) in `A` and `B`. `Position` is three-dimensional Euclidean space. `dotCoord a b u` is \(c\) computed from the distances, and `reduced A B a b u` is the value of \(A(a,b,c)+uB(a,b,c)\).

Your two readings are two theorems. `existsUnique_reduction` demands the identity for all real \(a,b,u\), including triples that no electrons can realise. `hylleraas_ci_reduction` demands it only for positions `x₁ x₂`, with the genuine inner product in place of \(c\). In both, `∃!` says that exactly one pair `AB` works; `AB.1` is \(A\) and `AB.2` is \(B\).

`even_reduction` assumes that \(p\) is unchanged under \(u\to-u\) for all real arguments. This is a condition on the polynomial, namely that only even powers of \(u\) occur, and not a statement about negative distances. `distance_not_polynomial` is the result about the linear term.

For variational work on helium-like atoms, this justifies trading higher powers of \(r_{12}\) for angular terms in a polynomial factor of two electrons. The name Hylleraas-CI also denotes a method for many-electron wave functions; the theorems concern only this two-electron algebra, and say nothing about energies or convergence. The step to a trial function is to multiply both sides by a common factor such as \(e^{-\zeta(r_1+r_2)}\), with \(\zeta\) the orbital exponent. In a truncated basis you must also check that all the products of powers of \(a\), \(b\) and \(c\) produced by the substitution are present, in the part with or without \(u\) where they arise: \(u^2\), for instance, brings in \(a^2\) and \(b^2\) as well as \(c\).

```lean
import Mathlib

open MvPolynomial Topology
open scoped InnerProductSpace

namespace HylleraasReduction

noncomputable section

/-- Real polynomials in three variables. -/
abbrev Poly3 := MvPolynomial (Fin 3) ℝ

/-- Position of an electron in three-dimensional space. -/
abbrev Position := EuclideanSpace ℝ (Fin 3)

/-- The combination `c = (a² + b² - u²) / 2` of the three distances. -/
def dotCoord (a b u : ℝ) : ℝ := (a ^ 2 + b ^ 2 - u ^ 2) / 2

/-- The form `A(a,b,c) + u B(a,b,c)`, linear in the explicit distance `u`. -/
def reduced (A B : Poly3) (a b u : ℝ) : ℝ :=
  eval ![a, b, dotCoord a b u] A + u * eval ![a, b, dotCoord a b u] B

/-- Law of cosines: `c`, computed from the two electron-nucleus distances and the
interelectronic distance, is the inner product of the positions. -/
theorem inner_eq_dotCoord (x₁ x₂ : Position) :
    ⟪x₁, x₂⟫_ℝ = dotCoord ‖x₁‖ ‖x₂‖ ‖x₁ - x₂‖ := by
  have h := norm_sub_sq_real x₁ x₂
  unfold dotCoord
  linarith

/-- Every polynomial in `a, b, u` can be written as `A(a,b,c) + u B(a,b,c)`. -/
theorem exists_reduction (p : Poly3) :
    ∃ A B : Poly3, ∀ a b u : ℝ, eval ![a, b, u] p = reduced A B a b u := by
  induction p using MvPolynomial.induction_on
  next r =>
    exact ⟨C r, 0, fun a b u => by simp [reduced]⟩
  next p q hp hq =>
    obtain ⟨A, B, h⟩ := hp
    obtain ⟨A', B', h'⟩ := hq
    refine ⟨A + A', B + B', fun a b u => ?_⟩
    rw [map_add, h, h']
    simp only [reduced, map_add]
    ring
  next p i hp =>
    obtain ⟨A, B, h⟩ := hp
    have hi : i = 0 ∨ i = 1 ∨ i = 2 := by fin_cases i <;> simp
    rcases hi with rfl | rfl | rfl
    · refine ⟨A * X 0, B * X 0, fun a b u => ?_⟩
      rw [map_mul, h]
      simp only [reduced, map_mul, eval_X, Matrix.cons_val]
      ring
    · refine ⟨A * X 1, B * X 1, fun a b u => ?_⟩
      rw [map_mul, h]
      simp only [reduced, map_mul, eval_X, Matrix.cons_val]
      ring
    · -- the square of `u` is replaced by `a² + b² - 2c`
      refine ⟨B * (X 0 ^ 2 + X 1 ^ 2 - C 2 * X 2), A, fun a b u => ?_⟩
      rw [map_mul, h]
      simp only [reduced, dotCoord, map_mul, map_add, map_sub, map_pow, eval_X, eval_C,
        Matrix.cons_val]
      ring

/-- A polynomial that vanishes in a neighbourhood of one point is the zero polynomial. -/
theorem eq_zero_of_eventually (P : Poly3) (x₀ : Fin 3 → ℝ)
    (h : ∀ᶠ x in 𝓝 x₀, eval x P = 0) : P = 0 := by
  apply MvPolynomial.funext
  intro y
  rw [map_zero]
  -- restrict `P` to the line from `x₀` to `y`
  let L : Fin 3 → Polynomial ℝ := fun i =>
    Polynomial.C (x₀ i) + Polynomial.X * Polynomial.C (y i - x₀ i)
  have hL : ∀ i t, (L i).eval t = x₀ i + t * (y i - x₀ i) := by
    intro i t
    simp [L]
  have hq : ∀ (Q : Poly3) (t : ℝ),
      (aeval L Q).eval t = eval (fun i => x₀ i + t * (y i - x₀ i)) Q := by
    intro Q t
    induction Q using MvPolynomial.induction_on
    next r =>
      simp [Polynomial.algebraMap_eq]
    next p q hp hq =>
      simp only [map_add, Polynomial.eval_add, hp, hq]
    next p i hp =>
      simp only [map_mul, Polynomial.eval_mul, hp, aeval_X, eval_X, hL]
  have hc : Continuous (fun t : ℝ => fun i => x₀ i + t * (y i - x₀ i)) := by fun_prop
  have e : (fun i => x₀ i + (0 : ℝ) * (y i - x₀ i)) = x₀ := by
    ext i
    simp
  have h' : ∀ᶠ x in 𝓝 (fun i => x₀ i + (0 : ℝ) * (y i - x₀ i)), eval x P = 0 := by
    rw [e]
    exact h
  obtain ⟨ε, hε, hb⟩ := Metric.eventually_nhds_iff.mp ((hc.tendsto 0).eventually h')
  -- infinitely many roots on the line
  have hz : aeval L P = 0 := by
    refine Polynomial.eq_zero_of_infinite_isRoot _ ((Set.Ioo_infinite hε).mono ?_)
    intro t ht
    show Polynomial.eval t (aeval L P) = 0
    rw [hq]
    exact hb (by rw [Real.dist_eq, sub_zero, abs_of_pos ht.1]; exact ht.2)
  have h1 := hq P 1
  rw [hz] at h1
  simpa using h1.symm

/-- Distances `a > 0`, `b ≥ 0`, `u ≥ 0` with `c² ≤ a² b²` are realised by two electrons. -/
theorem exists_positions {a b u : ℝ} (ha : 0 < a) (hb : 0 ≤ b) (hu : 0 ≤ u)
    (h : dotCoord a b u ^ 2 ≤ a ^ 2 * b ^ 2) :
    ∃ x₁ x₂ : Position, ‖x₁‖ = a ∧ ‖x₂‖ = b ∧ ‖x₁ - x₂‖ = u := by
  have key : ∀ (v : Position) (r : ℝ), 0 ≤ r →
      v 0 ^ 2 + v 1 ^ 2 + v 2 ^ 2 = r ^ 2 → ‖v‖ = r := by
    intro v r hr hv
    rw [EuclideanSpace.norm_eq, Fin.sum_univ_three]
    simp only [Real.norm_eq_abs, sq_abs]
    rw [hv, Real.sqrt_sq hr]
  obtain ⟨c, hc⟩ : ∃ c, c = dotCoord a b u := ⟨_, rfl⟩
  rw [← hc] at h
  unfold dotCoord at hc
  have hn : 0 ≤ b ^ 2 - (c / a) ^ 2 := by
    rw [div_pow, sub_nonneg, div_le_iff₀ (by positivity)]
    linarith
  obtain ⟨s, hs⟩ : ∃ s : ℝ, s ^ 2 = b ^ 2 - (c / a) ^ 2 := ⟨_, Real.sq_sqrt hn⟩
  have h2 : a * (c / a) = c := by field_simp
  refine ⟨!₂[a, 0, 0], !₂[c / a, s, 0], key _ _ ha.le ?_, key _ _ hb ?_, key _ _ hu ?_⟩
  · show a ^ 2 + 0 ^ 2 + 0 ^ 2 = a ^ 2
    ring
  · show (c / a) ^ 2 + s ^ 2 + 0 ^ 2 = b ^ 2
    linear_combination hs
  · show (a - c / a) ^ 2 + (0 - s) ^ 2 + (0 - 0) ^ 2 = u ^ 2
    linear_combination hs - 2 * h2 - 2 * hc

/-- If `A(a,b,c) + u B(a,b,c)` vanishes for all distances near `a = b = u = 1`, then
`A` and `B` are both zero. -/
theorem eq_zero_of_reduced (A B : Poly3)
    (h : ∀ᶠ x in 𝓝 (![1, 1, 1] : Fin 3 → ℝ), reduced A B (x 0) (x 1) (x 2) = 0) :
    A = 0 ∧ B = 0 := by
  let S : Fin 3 → Poly3 := ![X 0, X 1, C (1 / 2) * (X 0 ^ 2 + X 1 ^ 2 - X 2 ^ 2)]
  have hSi : ∀ (x : Fin 3 → ℝ) i,
      eval x (S i) = ![x 0, x 1, dotCoord (x 0) (x 1) (x 2)] i := by
    intro x i
    fin_cases i <;> simp [S, dotCoord]
    ring
  have hS : ∀ (Q : Poly3) (x : Fin 3 → ℝ),
      eval x (bind₁ S Q) = eval ![x 0, x 1, dotCoord (x 0) (x 1) (x 2)] Q := by
    intro Q x
    induction Q using MvPolynomial.induction_on
    next r =>
      simp
    next p q hp hq =>
      simp only [map_add, hp, hq]
    next p i hp =>
      simp only [map_mul, hp, bind₁_X_right, eval_X, hSi]
  have hD : bind₁ S A + X 2 * bind₁ S B = 0 := by
    refine eq_zero_of_eventually _ _ (h.mono fun x hx => ?_)
    simp only [map_add, map_mul, eval_X, hS]
    exact hx
  have hall : ∀ a b u : ℝ, reduced A B a b u = 0 := by
    intro a b u
    have t := congrArg (eval ![a, b, u]) hD
    simp only [map_add, map_mul, map_zero, eval_X, hS] at t
    exact t
  have ho : ∀ᶠ x in 𝓝 (![0, 0, -1] : Fin 3 → ℝ), 0 < x 0 ^ 2 + x 1 ^ 2 - 2 * x 2 := by
    have hc : Continuous (fun x : Fin 3 → ℝ => x 0 ^ 2 + x 1 ^ 2 - 2 * x 2) := by fun_prop
    exact (isOpen_lt continuous_const hc).mem_nhds (by simp)
  -- the two signs of `u` share the same `c` and separate `A` from `B`
  have key : ∀ᶠ x in 𝓝 (![0, 0, -1] : Fin 3 → ℝ), eval x A = 0 ∧ eval x B = 0 := by
    filter_upwards [ho] with x hx
    obtain ⟨u, hu, hu2⟩ : ∃ u : ℝ, 0 < u ∧ u ^ 2 = x 0 ^ 2 + x 1 ^ 2 - 2 * x 2 :=
      ⟨_, Real.sqrt_pos.mpr hx, Real.sq_sqrt hx.le⟩
    have hd : dotCoord (x 0) (x 1) u = x 2 := by
      unfold dotCoord
      linarith
    have hd' : dotCoord (x 0) (x 1) (-u) = x 2 := by
      unfold dotCoord
      rw [neg_sq]
      linarith
    have e : ![x 0, x 1, x 2] = x := by
      ext i
      fin_cases i <;> rfl
    have h1 := hall (x 0) (x 1) u
    have h2 := hall (x 0) (x 1) (-u)
    unfold reduced at h1 h2
    rw [hd, e] at h1
    rw [hd', e] at h2
    have hB : u * eval x B = 0 := by linarith
    exact ⟨by linarith, (mul_eq_zero.mp hB).resolve_left hu.ne'⟩
  exact ⟨eq_zero_of_eventually A _ (key.mono fun _ t => t.1),
    eq_zero_of_eventually B _ (key.mono fun _ t => t.2)⟩

/-- Two reduced forms that agree for all positions of the two electrons have the same
polynomials `A` and `B`. -/
theorem reduction_unique (A B A' B' : Poly3)
    (h : ∀ x₁ x₂ : Position, reduced A B ‖x₁‖ ‖x₂‖ ‖x₁ - x₂‖ =
      reduced A' B' ‖x₁‖ ‖x₂‖ ‖x₁ - x₂‖) : A = A' ∧ B = B' := by
  have hpos : ∀ i : Fin 3, ∀ᶠ x in 𝓝 (![1, 1, 1] : Fin 3 → ℝ), 0 < x i := by
    intro i
    refine (isOpen_lt continuous_const (continuous_apply i)).mem_nhds ?_
    fin_cases i <;> simp
  have hdot : ∀ᶠ x in 𝓝 (![1, 1, 1] : Fin 3 → ℝ),
      dotCoord (x 0) (x 1) (x 2) ^ 2 < x 0 ^ 2 * x 1 ^ 2 := by
    unfold dotCoord
    refine (isOpen_lt (by fun_prop) (by fun_prop)).mem_nhds ?_
    show (((1 : ℝ) ^ 2 + 1 ^ 2 - 1 ^ 2) / 2) ^ 2 < 1 ^ 2 * 1 ^ 2
    norm_num
  have hz := eq_zero_of_reduced (A - A') (B - B') (by
    filter_upwards [hpos 0, hpos 1, hpos 2, hdot] with x h0 h1 h2 h3
    obtain ⟨x₁, x₂, e1, e2, e3⟩ := exists_positions h0 h1.le h2.le h3.le
    have t := h x₁ x₂
    rw [e1, e2, e3] at t
    simp only [reduced, map_sub] at t ⊢
    linarith)
  exact ⟨sub_eq_zero.mp hz.1, sub_eq_zero.mp hz.2⟩

/-- For every polynomial `p(a,b,u)` there is exactly one pair `(A, B)` with
`p(a,b,u) = A(a,b,c) + u B(a,b,c)` for all real `a, b, u`. -/
theorem existsUnique_reduction (p : Poly3) :
    ∃! AB : Poly3 × Poly3, ∀ a b u : ℝ, eval ![a, b, u] p = reduced AB.1 AB.2 a b u := by
  obtain ⟨A, B, h⟩ := exists_reduction p
  refine ⟨(A, B), h, ?_⟩
  rintro ⟨A', B'⟩ h'
  obtain ⟨r, s⟩ := reduction_unique A' B' A B
    (fun x₁ x₂ => (h' _ _ _).symm.trans (h _ _ _))
  rw [r, s]

/-- Hylleraas-CI reduction: a polynomial in `|x₁|`, `|x₂|`, `|x₁ - x₂|` is, for exactly one
pair `(A, B)`, equal at all electron positions to `A + |x₁ - x₂| B`, with `A` and `B`
polynomials in `|x₁|`, `|x₂|` and the inner product of `x₁` and `x₂`. -/
theorem hylleraas_ci_reduction (p : Poly3) :
    ∃! AB : Poly3 × Poly3, ∀ x₁ x₂ : Position,
      eval ![‖x₁‖, ‖x₂‖, ‖x₁ - x₂‖] p =
        eval ![‖x₁‖, ‖x₂‖, ⟪x₁, x₂⟫_ℝ] AB.1 +
          ‖x₁ - x₂‖ * eval ![‖x₁‖, ‖x₂‖, ⟪x₁, x₂⟫_ℝ] AB.2 := by
  obtain ⟨A, B, h⟩ := exists_reduction p
  refine ⟨(A, B), fun x₁ x₂ => ?_, ?_⟩
  · rw [inner_eq_dotCoord]
    exact h _ _ _
  · rintro ⟨A', B'⟩ h'
    obtain ⟨r, s⟩ := reduction_unique A' B' A B (fun x₁ x₂ => by
      have t := h' x₁ x₂
      rw [inner_eq_dotCoord] at t
      exact t.symm.trans (h _ _ _))
    rw [r, s]

/-- A polynomial that is even in `u` equals, at all electron positions, a polynomial in
`|x₁|`, `|x₂|` and the inner product alone. -/
theorem even_reduction (p : Poly3)
    (hp : ∀ a b u : ℝ, eval ![a, b, -u] p = eval ![a, b, u] p) :
    ∃ A : Poly3, ∀ x₁ x₂ : Position,
      eval ![‖x₁‖, ‖x₂‖, ‖x₁ - x₂‖] p = eval ![‖x₁‖, ‖x₂‖, ⟪x₁, x₂⟫_ℝ] A := by
  obtain ⟨A, B, h⟩ := exists_reduction p
  -- reversing `u` turns `B` into `-B`
  have hB := (reduction_unique A B A (-B) (fun x₁ x₂ => by
    rw [← h, ← hp, h]
    simp only [reduced, dotCoord, neg_sq, map_neg]
    ring)).2
  refine ⟨A, fun x₁ x₂ => ?_⟩
  rw [h, inner_eq_dotCoord]
  have t := congrArg (eval ![‖x₁‖, ‖x₂‖, dotCoord ‖x₁‖ ‖x₂‖ ‖x₁ - x₂‖]) hB
  rw [map_neg] at t
  have t0 : eval ![‖x₁‖, ‖x₂‖, dotCoord ‖x₁‖ ‖x₂‖ ‖x₁ - x₂‖] B = 0 := by linarith
  rw [reduced, t0, mul_zero, add_zero]

/-- The interelectronic distance itself is not a polynomial in `|x₁|`, `|x₂|` and the
inner product of the positions. -/
theorem distance_not_polynomial :
    ¬ ∃ A : Poly3, ∀ x₁ x₂ : Position,
      ‖x₁ - x₂‖ = eval ![‖x₁‖, ‖x₂‖, ⟪x₁, x₂⟫_ℝ] A := by
  rintro ⟨A, h⟩
  have t := (reduction_unique A 0 0 1 (fun x₁ x₂ => by
    have e := h x₁ x₂
    rw [inner_eq_dotCoord] at e
    simp only [reduced, map_zero, map_one, mul_zero, add_zero, zero_add, mul_one]
    exact e.symm)).2
  exact zero_ne_one t

end

end HylleraasReduction
```

```lean
#print axioms HylleraasReduction.existsUnique_reduction
#print axioms HylleraasReduction.hylleraas_ci_reduction
#print axioms HylleraasReduction.even_reduction
#print axioms HylleraasReduction.distance_not_polynomial
```

```
'HylleraasReduction.existsUnique_reduction' depends on axioms: [propext, Classical.choice, Quot.sound]
'HylleraasReduction.hylleraas_ci_reduction' depends on axioms: [propext, Classical.choice, Quot.sound]
'HylleraasReduction.even_reduction' depends on axioms: [propext, Classical.choice, Quot.sound]
'HylleraasReduction.distance_not_polynomial' depends on axioms: [propext, Classical.choice, Quot.sound]
```

## From the substitution to the Lean proof

`inner_eq_dotCoord` is the law of cosines, taken from Mathlib's expansion of \(|x_1-x_2|^2\).

`exists_reduction` builds the split by induction on the polynomial instead of collecting powers. Constants and sums are immediate, and multiplication by \(a\) or \(b\) multiplies both parts. Multiplication by \(u\) uses

\[
u\,(A+uB)=(a^2+b^2-2c)\,B+u\,A ,
\]

so the new pair is \(((a^2+b^2-2c)B,\;A)\). The identity is checked by `simp` for constants and by `ring` in the other cases.

`eq_zero_of_eventually` is the line argument. The family `L` parametrises the line, `aeval L P` is the one-variable polynomial \(q\), and `Polynomial.eq_zero_of_infinite_isRoot` makes it zero. Evaluation at \(t=1\) finishes the proof.

`exists_positions` places the electrons exactly as in step 1, and `ring` and `linear_combination` verify the lengths.

`eq_zero_of_reduced` contains steps 2 and 3. The substitution `bind₁ S` inserts the formula for \(c\) into \(A\) and \(B\), so that the combination becomes a polynomial in \(a,b,u\) to which the line argument applies. The resulting identity `hall` is used at \(u\) and \(-u\), and `key` records that both parts vanish near \((0,0,-1)\).

`reduction_unique` applies this to the differences `A - A'` and `B - B'`. It first shows that near \((1,1,1)\) the distances are positive and satisfy \(c^2<a^2b^2\), so that `exists_positions` supplies electrons for them.

The two `∃!` theorems combine `exists_reduction` with `reduction_unique`. The last two theorems compare pairs as above: `even_reduction` obtains \(B=-B\), and `distance_not_polynomial` ends in the contradiction \(0=1\) between polynomials.
